# Strong duality for the Lieb functional on a finite lattice

Let $L$ be a finite set of sites, let densities $r,\rho$ and potentials $v$ be vectors in $\mathbb R^L$ with $v\cdot r=\sum_i v_i r_i$, and let $K\subseteq\mathbb R^L\times\mathbb R$ be a set of pairs $(r,e)$ of density and internal energy. Define $E(v)=\inf_{(r,e)\in K}(e+v\cdot r)$, $F(\rho)=\inf\{e:(\rho,e)\in K\}$ and $G(\rho,v)=E(v)-v\cdot\rho$; the Lieb functional is $\sup_v G(\rho,v)$.

```lean
import Mathlib

open Matrix

namespace LiebDuality

noncomputable section

variable {L : Type*} [Fintype L] {K : Set ((L → ℝ) × ℝ)}

/-- Total energy `e + v·r` of a (density, internal energy) pair `(r, e)` in the potential `v`. -/
def totalEnergy (v : L → ℝ) (p : (L → ℝ) × ℝ) : ℝ := p.2 + v ⬝ᵥ p.1

/-- Ground-state energy `E(v)`: the infimum of the total energy over the pairs in `K`. -/
def groundEnergy (K : Set ((L → ℝ) × ℝ)) (v : L → ℝ) : ℝ := sInf (totalEnergy v '' K)

/-- The densities that occur in `K`: its projection on the first factor. -/
def densities (K : Set ((L → ℝ) × ℝ)) : Set (L → ℝ) := Prod.fst '' K

/-- The internal energies that `K` allows at the density `ρ`. -/
def internalEnergies (K : Set ((L → ℝ) × ℝ)) (ρ : L → ℝ) : Set ℝ := {e | (ρ, e) ∈ K}

/-- Constrained-search functional `F(ρ)`: the infimum of the internal energies at density `ρ`. -/
def constrainedSearch (K : Set ((L → ℝ) × ℝ)) (ρ : L → ℝ) : ℝ := sInf (internalEnergies K ρ)

/-- The objective `E(v) - v·ρ` of the Lieb maximisation. -/
def liebObjective (K : Set ((L → ℝ) × ℝ)) (ρ v : L → ℝ) : ℝ := groundEnergy K v - v ⬝ᵥ ρ

/-- The Lieb functional: the supremum of `E(v) - v·ρ` over all potentials `v`. -/
def liebFunctional (K : Set ((L → ℝ) × ℝ)) (ρ : L → ℝ) : ℝ := ⨆ v, liebObjective K ρ v

/-- For compact nonempty `K`, `E(v)` is the minimum of the total energy over `K`. -/
theorem groundEnergy_isLeast (hK : IsCompact K) (hne : K.Nonempty) (v : L → ℝ) :
    IsLeast (totalEnergy v '' K) (groundEnergy K v) := by
  have hc : Continuous (totalEnergy v) := by
    show Continuous fun p : (L → ℝ) × ℝ => p.2 + ∑ i, v i * p.1 i
    fun_prop
  obtain ⟨x, hx⟩ := (hK.image hc).exists_isLeast (hne.image _)
  have h : groundEnergy K v = x := hx.csInf_eq
  rw [h]
  exact hx

omit [Fintype L] in
/-- For compact `K` and a density `ρ` occurring in `K`, `F(ρ)` is the minimum of the internal
energies at density `ρ`. -/
theorem constrainedSearch_isLeast (hK : IsCompact K) {ρ : L → ℝ} (hρ : ρ ∈ densities K) :
    IsLeast (internalEnergies K ρ) (constrainedSearch K ρ) := by
  -- the slice is the projection of a closed part of `K`
  have hslice : internalEnergies K ρ = Prod.snd '' (K ∩ {p | p.1 = ρ}) := by
    ext e
    constructor
    · intro h
      exact ⟨(ρ, e), ⟨h, rfl⟩, rfl⟩
    · rintro ⟨⟨r, e'⟩, ⟨h, hr⟩, he⟩
      have hr' : r = ρ := hr
      have he' : e' = e := he
      show (ρ, e) ∈ K
      rw [← hr', ← he']
      exact h
  have hcl : IsClosed {p : (L → ℝ) × ℝ | p.1 = ρ} := isClosed_eq continuous_fst continuous_const
  have hcomp : IsCompact (internalEnergies K ρ) := by
    rw [hslice]
    exact (hK.inter_right hcl).image continuous_snd
  have hne : (internalEnergies K ρ).Nonempty := by
    obtain ⟨p, hp, hpρ⟩ := hρ
    refine ⟨p.2, ?_⟩
    show (ρ, p.2) ∈ K
    rw [← hpρ]
    exact hp
  obtain ⟨x, hx⟩ := hcomp.exists_isLeast hne
  have h : constrainedSearch K ρ = x := hx.csInf_eq
  rw [h]
  exact hx

/-- Weak duality: for compact `K`, `E(v) - v·ρ ≤ e` for every pair `(ρ, e)` in `K` and every
potential `v`. -/
theorem weak_duality (hK : IsCompact K) {ρ : L → ℝ} {e : ℝ} (h : (ρ, e) ∈ K) (v : L → ℝ) :
    liebObjective K ρ v ≤ e := by
  have h1 : groundEnergy K v ≤ e + v ⬝ᵥ ρ :=
    (groundEnergy_isLeast hK ⟨_, h⟩ v).2 ⟨(ρ, e), h, rfl⟩
  unfold liebObjective
  linarith

/-- Every continuous linear functional of (density, internal energy) pairs has the form
`(r, e) ↦ w·r + c e`. -/
theorem functional_repr (f : ((L → ℝ) × ℝ) →L[ℝ] ℝ) :
    ∃ (w : L → ℝ) (c : ℝ), ∀ p, f p = w ⬝ᵥ p.1 + c * p.2 := by
  classical
  obtain ⟨w, hw⟩ : ∃ w : L → ℝ, ∀ r : L → ℝ,
      (f.toLinearMap ∘ₗ LinearMap.inl ℝ (L → ℝ) ℝ) r = ∑ i, r i • w i :=
    ⟨_, fun r => LinearMap.pi_apply_eq_sum_univ _ r⟩
  refine ⟨w, f (0, 1), ?_⟩
  rintro ⟨r, e⟩
  have h1 : ((r, e) : (L → ℝ) × ℝ) = (r, 0) + e • ((0 : L → ℝ), (1 : ℝ)) := by
    ext <;> simp
  have h2 : f (r, 0) = ∑ i, r i • w i := hw r
  have h3 : ∑ i, r i • w i = w ⬝ᵥ r := by
    rw [dotProduct_comm]
    simp [dotProduct]
  have h4 := congrArg f h1
  rw [map_add, map_smul, smul_eq_mul] at h4
  show f (r, e) = w ⬝ᵥ r + f (0, 1) * e
  linarith

/-- Let `K` be closed and convex, `(ρ, e) ∈ K`, `a < e` and `(ρ, a) ∉ K`. Then for some potential
`v` every pair in `K` has total energy strictly above `a + v·ρ`. -/
theorem exists_separating_potential (hc : Convex ℝ K) (hcl : IsClosed K) {ρ : L → ℝ} {e a : ℝ}
    (h : (ρ, e) ∈ K) (hae : a < e) (ha : (ρ, a) ∉ K) :
    ∃ v : L → ℝ, ∀ p ∈ K, a + v ⬝ᵥ ρ < totalEnergy v p := by
  -- a hyperplane between the point `(ρ, a)` and `K`
  obtain ⟨f, u, hfu, huf⟩ := geometric_hahn_banach_point_closed hc hcl ha
  obtain ⟨w, c, hf⟩ := functional_repr f
  have h1 : w ⬝ᵥ ρ + c * a < u := by
    rw [hf (ρ, a)] at hfu
    exact hfu
  have h2 : ∀ p ∈ K, u < w ⬝ᵥ p.1 + c * p.2 := fun p hp => by
    rw [← hf p]
    exact huf p hp
  -- the hyperplane is not vertical, since `(ρ, e)` lies on the other side
  have h3 : u < w ⬝ᵥ ρ + c * e := h2 (ρ, e) h
  have hc0 : 0 < c := by
    by_contra hn
    have hn' := not_lt.1 hn
    nlinarith [mul_nonneg (neg_nonneg.2 hn') (sub_pos.2 hae).le]
  refine ⟨c⁻¹ • w, fun p hp => ?_⟩
  simp only [totalEnergy, smul_dotProduct, smul_eq_mul]
  have h4 : w ⬝ᵥ ρ + c * a < w ⬝ᵥ p.1 + c * p.2 := h1.trans (h2 p hp)
  have h5 := mul_lt_mul_of_pos_left h4 (inv_pos.2 hc0)
  rw [mul_add, mul_add, inv_mul_cancel_left₀ hc0.ne', inv_mul_cancel_left₀ hc0.ne'] at h5
  linarith

/-- Strong duality: for compact convex `K` and a density `ρ` occurring in `K`, `F(ρ)` is the
minimum of the internal energies at `ρ` and the least upper bound of `E(v) - v·ρ` over all
potentials, and the Lieb functional equals `F(ρ)`. -/
theorem strong_duality (hK : IsCompact K) (hc : Convex ℝ K) {ρ : L → ℝ}
    (hρ : ρ ∈ densities K) :
    IsLeast (internalEnergies K ρ) (constrainedSearch K ρ) ∧
      IsLUB (Set.range (liebObjective K ρ)) (constrainedSearch K ρ) ∧
      liebFunctional K ρ = constrainedSearch K ρ := by
  have hF := constrainedSearch_isLeast hK hρ
  have hmem : (ρ, constrainedSearch K ρ) ∈ K := hF.1
  have hlub : IsLUB (Set.range (liebObjective K ρ)) (constrainedSearch K ρ) := by
    constructor
    · rintro _ ⟨v, rfl⟩
      exact weak_duality hK hmem v
    · intro b hb
      by_contra hn
      -- a bound `b < F(ρ)` gives a point `(ρ, b)` outside `K`
      have hlt : b < constrainedSearch K ρ := not_le.1 hn
      have hout : (ρ, b) ∉ K := fun hin => hn (hF.2 hin)
      obtain ⟨v, hv⟩ := exists_separating_potential hc hK.isClosed hmem hlt hout
      obtain ⟨p, hp, hpe⟩ := (groundEnergy_isLeast hK ⟨_, hmem⟩ v).1
      have h1 := hv p hp
      have h2 : liebObjective K ρ v ≤ b := hb ⟨v, rfl⟩
      unfold liebObjective at h2
      linarith
  exact ⟨hF, hlub, hlub.csSup_eq (Set.range_nonempty _)⟩

/-- For compact convex nonempty `K`, `E(v) - v·ρ` is bounded above as `v` varies exactly when the
density `ρ` occurs in `K`. -/
theorem bddAbove_iff_mem_densities (hK : IsCompact K) (hc : Convex ℝ K) (hne : K.Nonempty)
    (ρ : L → ℝ) : BddAbove (Set.range (liebObjective K ρ)) ↔ ρ ∈ densities K := by
  constructor
  · rintro ⟨M, hM⟩
    by_contra hρ
    have hDc : Convex ℝ (densities K) := hc.linear_image (LinearMap.fst ℝ (L → ℝ) ℝ)
    have hDk : IsCompact (densities K) := hK.image continuous_fst
    -- a direction `w` separating `ρ` from the densities of `K`
    obtain ⟨f, u, hfu, huf⟩ := geometric_hahn_banach_point_closed hDc hDk.isClosed hρ
    obtain ⟨w, c, hf⟩ := functional_repr (f.comp (ContinuousLinearMap.fst ℝ (L → ℝ) ℝ))
    have hf' : ∀ r, f r = w ⬝ᵥ r := fun r => by
      have h0 : f r = w ⬝ᵥ r + c * 0 := hf (r, 0)
      linarith
    have hδ : 0 < u - w ⬝ᵥ ρ := by
      rw [← hf' ρ]
      linarith
    obtain ⟨m, hm⟩ : ∃ m : ℝ, ∀ p ∈ K, m ≤ p.2 := by
      refine ⟨groundEnergy K 0, fun p hp => ?_⟩
      have h0 : groundEnergy K 0 ≤ totalEnergy 0 p :=
        (groundEnergy_isLeast hK hne 0).2 ⟨p, hp, rfl⟩
      simpa [totalEnergy] using h0
    -- a large multiple of `w` exceeds the bound
    obtain ⟨t, ht0, ht⟩ : ∃ t : ℝ, 0 ≤ t ∧ t * (u - w ⬝ᵥ ρ) = |M - m| + 1 :=
      ⟨(|M - m| + 1) / (u - w ⬝ᵥ ρ), div_nonneg (by positivity) hδ.le,
        div_mul_cancel₀ _ hδ.ne'⟩
    obtain ⟨p, hp, hpe⟩ := (groundEnergy_isLeast hK hne (t • w)).1
    have h1 : liebObjective K ρ (t • w) ≤ M := hM ⟨_, rfl⟩
    unfold liebObjective at h1
    rw [← hpe] at h1
    simp only [totalEnergy, smul_dotProduct, smul_eq_mul] at h1
    have h2 : u < w ⬝ᵥ p.1 := by
      rw [← hf' p.1]
      exact huf p.1 ⟨p, hp, rfl⟩
    have h3 := mul_le_mul_of_nonneg_left h2.le ht0
    have h4 := hm p hp
    have h5 := le_abs_self (M - m)
    rw [mul_sub] at ht
    linarith
  · intro hρ
    refine ⟨constrainedSearch K ρ, ?_⟩
    rintro _ ⟨v, rfl⟩
    exact weak_duality hK (constrainedSearch_isLeast hK hρ).1 v

/-- For compact convex `K` and `ρ` occurring in `K`, the Lieb supremum is attained at `v` exactly
when some pair `(ρ, e)` in `K` has total energy `E(v)`. -/
theorem attained_iff_groundState (hK : IsCompact K) (hc : Convex ℝ K) {ρ : L → ℝ}
    (hρ : ρ ∈ densities K) (v : L → ℝ) :
    liebObjective K ρ v = liebFunctional K ρ ↔
      ∃ e, (ρ, e) ∈ K ∧ totalEnergy v (ρ, e) = groundEnergy K v := by
  obtain ⟨hF, -, hL⟩ := strong_duality hK hc hρ
  rw [hL]
  constructor
  · intro h
    refine ⟨constrainedSearch K ρ, hF.1, ?_⟩
    unfold liebObjective at h
    show constrainedSearch K ρ + v ⬝ᵥ ρ = groundEnergy K v
    linarith
  · rintro ⟨e, he, hE⟩
    have hE' : e + v ⬝ᵥ ρ = groundEnergy K v := hE
    have h1 : constrainedSearch K ρ ≤ e := hF.2 he
    have h2 : liebObjective K ρ v ≤ constrainedSearch K ρ := weak_duality hK hF.1 v
    unfold liebObjective at h2 ⊢
    linarith

/-- Variational principle over densities: for compact convex nonempty `K`, `E(v)` is the minimum
of the Lieb functional plus `v·ρ` over the densities `ρ` occurring in `K`. -/
theorem groundEnergy_isLeast_lieb (hK : IsCompact K) (hc : Convex ℝ K) (hne : K.Nonempty)
    (v : L → ℝ) :
    IsLeast ((fun ρ => liebFunctional K ρ + v ⬝ᵥ ρ) '' densities K) (groundEnergy K v) := by
  constructor
  · obtain ⟨p, hp, hpe⟩ := (groundEnergy_isLeast hK hne v).1
    have hρ : p.1 ∈ densities K := ⟨p, hp, rfl⟩
    have h := (attained_iff_groundState hK hc hρ v).2 ⟨p.2, hp, hpe⟩
    refine ⟨p.1, hρ, ?_⟩
    unfold liebObjective at h
    show liebFunctional K p.1 + v ⬝ᵥ p.1 = groundEnergy K v
    linarith
  · rintro _ ⟨ρ, hρ, rfl⟩
    obtain ⟨hF, -, hL⟩ := strong_duality hK hc hρ
    have h : liebObjective K ρ v ≤ constrainedSearch K ρ := weak_duality hK hF.1 v
    unfold liebObjective at h
    show groundEnergy K v ≤ liebFunctional K ρ + v ⬝ᵥ ρ
    linarith

/-- Pairs for one particle on two sites with unit hopping: the occupations add up to one and the
hopping energy obeys `e² ≤ 4 r₀ r₁`. -/
def dimer : Set ((Fin 2 → ℝ) × ℝ) :=
  {p | p.1 0 + p.1 1 = 1 ∧ p.2 ^ 2 ≤ 4 * p.1 0 * p.1 1}

/-- The pair with occupations `(a, b)` and energy `e` lies in the two-site set exactly when
`a + b = 1` and `e² ≤ 4 a b`. -/
theorem mem_dimer (a b e : ℝ) :
    ((![a, b], e) : (Fin 2 → ℝ) × ℝ) ∈ dimer ↔ a + b = 1 ∧ e ^ 2 ≤ 4 * a * b := by
  exact Iff.rfl

/-- The two-site set is compact and convex, and contains the pairs `((1/2, 1/2), -1)` and
`((1, 0), 0)`. -/
theorem dimer_witness : IsCompact dimer ∧ Convex ℝ dimer ∧
    ((![1 / 2, 1 / 2], -1) : (Fin 2 → ℝ) × ℝ) ∈ dimer ∧
    ((![1, 0], 0) : (Fin 2 → ℝ) × ℝ) ∈ dimer := by
  refine ⟨?_, ?_, (mem_dimer _ _ _).2 (by norm_num), (mem_dimer _ _ _).2 (by norm_num)⟩
  · -- a closed subset of a compact box
    have h1 : IsClosed {p : (Fin 2 → ℝ) × ℝ | p.1 0 + p.1 1 = 1} :=
      isClosed_eq (by fun_prop) (by fun_prop)
    have h2 : IsClosed {p : (Fin 2 → ℝ) × ℝ | p.2 ^ 2 ≤ 4 * p.1 0 * p.1 1} :=
      isClosed_le (by fun_prop) (by fun_prop)
    have hcl : IsClosed dimer := h1.inter h2
    have hbox : IsCompact (Set.Icc (0 : Fin 2 → ℝ) 1 ×ˢ Set.Icc (-1 : ℝ) 1) :=
      isCompact_Icc.prod isCompact_Icc
    refine hbox.of_isClosed_subset hcl ?_
    rintro ⟨r, e⟩ ⟨hs, he⟩
    have hs' : r 0 + r 1 = 1 := hs
    have he' : e ^ 2 ≤ 4 * r 0 * r 1 := he
    have hb : r 1 = 1 - r 0 := by linarith
    rw [hb] at he'
    have a0 : 0 ≤ r 0 := by nlinarith [sq_nonneg e, sq_nonneg (r 0)]
    have a1 : r 0 ≤ 1 := by nlinarith [sq_nonneg e, sq_nonneg (1 - r 0)]
    have e0 : -1 ≤ e := by nlinarith [sq_nonneg (e + 1), sq_nonneg (2 * r 0 - 1)]
    have e1 : e ≤ 1 := by nlinarith [sq_nonneg (e - 1), sq_nonneg (2 * r 0 - 1)]
    have hall : ∀ i, 0 ≤ r i ∧ r i ≤ 1 :=
      Fin.forall_fin_two.2 ⟨⟨a0, a1⟩, ⟨by linarith, by linarith⟩⟩
    exact ⟨⟨fun i => (hall i).1, fun i => (hall i).2⟩, e0, e1⟩
  · -- concavity of `4 x (1 - x) - e²`
    have key : ∀ a b x y e f : ℝ, 0 ≤ a → 0 ≤ b → a + b = 1 → e ^ 2 ≤ 4 * x * (1 - x) →
        f ^ 2 ≤ 4 * y * (1 - y) →
        (a * e + b * f) ^ 2 ≤ 4 * (a * x + b * y) * (a * (1 - x) + b * (1 - y)) := by
      intro a b x y e f ha hb hab h1 h2
      obtain rfl : b = 1 - a := by linarith
      nlinarith [mul_nonneg ha (sub_nonneg.2 h1), mul_nonneg hb (sub_nonneg.2 h2),
        mul_nonneg (mul_nonneg ha hb) (sq_nonneg (e - f)),
        mul_nonneg (mul_nonneg ha hb) (sq_nonneg (x - y))]
    intro p hp q hq a b ha hb hab
    have hp1 : p.1 0 + p.1 1 = 1 := hp.1
    have hq1 : q.1 0 + q.1 1 = 1 := hq.1
    have hp2 : p.2 ^ 2 ≤ 4 * p.1 0 * p.1 1 := hp.2
    have hq2 : q.2 ^ 2 ≤ 4 * q.1 0 * q.1 1 := hq.2
    have hp' : p.1 1 = 1 - p.1 0 := by linarith
    have hq' : q.1 1 = 1 - q.1 0 := by linarith
    refine ⟨?_, ?_⟩
    · show a * p.1 0 + b * q.1 0 + (a * p.1 1 + b * q.1 1) = 1
      linear_combination a * hp1 + b * hq1 + hab
    · show (a * p.2 + b * q.2) ^ 2 ≤ 4 * (a * p.1 0 + b * q.1 0) * (a * p.1 1 + b * q.1 1)
      rw [hp'] at hp2
      rw [hq'] at hq2
      rw [hp', hq']
      exact key a b _ _ _ _ ha hb hab hp2 hq2

/-- For the two-site set at the density `(1, 0)` the Lieb functional is zero, while
`E(v) - v·ρ` is strictly negative for every potential `v`. -/
theorem dimer_sup_not_attained :
    liebFunctional dimer ![1, 0] = 0 ∧ ∀ v, liebObjective dimer ![1, 0] v < 0 := by
  obtain ⟨hK, hc, -, h0⟩ := dimer_witness
  constructor
  · have hρ : (![1, 0] : Fin 2 → ℝ) ∈ densities dimer := ⟨_, h0, rfl⟩
    have hl : IsLeast (internalEnergies dimer ![1, 0]) 0 := by
      refine ⟨h0, fun e he => ?_⟩
      have h := ((mem_dimer 1 0 e).1 he).2
      nlinarith [h]
    rw [(strong_duality hK hc hρ).2.2]
    exact hl.csInf_eq
  · intro v
    have hd : ∀ a b : ℝ, v ⬝ᵥ ![a, b] = v 0 * a + v 1 * b := by
      intro a b
      show ∑ i : Fin 2, v i * (![a, b] : Fin 2 → ℝ) i = _
      simp [Fin.sum_univ_two]
    -- trial pair with occupations `(k², 1) / (1 + k²)` and energy `-2k / (1 + k²)`
    obtain ⟨k, hk⟩ : ∃ k : ℝ, v 1 - v 0 - 2 * k < 0 := ⟨(v 1 - v 0 + 1) / 2, by linarith⟩
    obtain ⟨m, hm0, hm⟩ : ∃ m : ℝ, 0 < m ∧ m * (1 + k ^ 2) = 1 :=
      ⟨(1 + k ^ 2)⁻¹, by positivity, inv_mul_cancel₀ (by positivity)⟩
    have hmem : ((![k ^ 2 * m, m], -2 * k * m) : (Fin 2 → ℝ) × ℝ) ∈ dimer :=
      (mem_dimer _ _ _).2 ⟨by linear_combination hm, le_of_eq (by ring)⟩
    have h1 : groundEnergy dimer v ≤ -2 * k * m + v ⬝ᵥ ![k ^ 2 * m, m] :=
      (groundEnergy_isLeast hK ⟨_, h0⟩ v).2 ⟨_, hmem, rfl⟩
    rw [hd] at h1
    have h3 : m * (v 1 - v 0 - 2 * k) < 0 := mul_neg_of_pos_of_neg hm0 hk
    have h4 : v 0 * (k ^ 2 * m) = v 0 - v 0 * m := by linear_combination v 0 * hm
    unfold liebObjective
    rw [hd]
    nlinarith [h1, h3, h4]

end

end LiebDuality
```

```lean
#print axioms LiebDuality.strong_duality
#print axioms LiebDuality.bddAbove_iff_mem_densities
#print axioms LiebDuality.groundEnergy_isLeast_lieb
#print axioms LiebDuality.dimer_sup_not_attained
```

```
'LiebDuality.strong_duality' depends on axioms: [propext, Classical.choice, Quot.sound]
'LiebDuality.bddAbove_iff_mem_densities' depends on axioms: [propext, Classical.choice, Quot.sound]
'LiebDuality.groundEnergy_isLeast_lieb' depends on axioms: [propext, Classical.choice, Quot.sound]
'LiebDuality.dimer_sup_not_attained' depends on axioms: [propext, Classical.choice, Quot.sound]
```

## Statement and physical reading

In the file $E$ is `groundEnergy`, $F$ is `constrainedSearch`, $G$ is `liebObjective`, and the projection $D$ of $K$ on $\mathbb R^L$ is `densities K`. For compact convex $K$ and $\rho\in D$, `strong_duality` states that $F(\rho)$ is the least $e$ with $(\rho,e)\in K$, that it is the least upper bound of $G(\rho,\cdot)$, and that `liebFunctional K ρ` equals it. Lean assigns $0$ to the real supremum of a set unbounded above, so `liebFunctional` has no meaning for $\rho\notin D$.

For a Hamiltonian $H_0+\sum_i v_i\hat n_i$ on a finite-dimensional space, with occupation operators $\hat n_i$, each density matrix $\Gamma$ gives $r_i=\operatorname{Tr}\Gamma\hat n_i$ and $e=\operatorname{Tr}\Gamma H_0$. These pairs are a linear image of a compact convex set. On a finite lattice the result thus identifies the Legendre-transform functional of density functional theory with the constrained search over mixed states. The file contains no Hamiltonian: compactness and convexity are hypotheses. The continuum, uniqueness of $v$ and differentiability of $F$ are not treated.

## Derivation and proof

**Minima.** The map $(r,e)\mapsto e+v\cdot r$ is continuous, so its image of $K$ is compact and $E(v)$ is attained (`groundEnergy_isLeast`). The slice at $\rho$ is the projection of $K\cap\{r=\rho\}$ (`hslice`), compact and nonempty, so $F(\rho)$ is attained (`constrainedSearch_isLeast`).

**Weak duality.** For $(\rho,e)\in K$, $E(v)\le e+v\cdot\rho$, hence $G(\rho,v)\le e$ (`weak_duality`). Taking $e=F(\rho)$ makes $F(\rho)$ an upper bound.

**Separation.** Let $(\rho,e)\in K$, $a<e$, $(\rho,a)\notin K$. For closed convex $K$, `geometric_hahn_banach_point_closed` gives a continuous linear functional and a number $u$ between its values; `functional_repr` writes the functional as $w\cdot r+ce$ with $w\in\mathbb R^L$, $c\in\mathbb R$. Thus
$$w\cdot\rho+ca<u<w\cdot r'+ce'\qquad\text{for all }(r',e')\in K .$$
Inserting $(\rho,e)$ gives $c(e-a)>0$, so $c>0$ (`hc0`). Dividing by $c$, the potential $v=w/c$ (`c⁻¹ • w`) obeys $a+v\cdot\rho<e'+v\cdot r'$ on $K$. This is `exists_separating_potential`.

**Strong duality.** Suppose an upper bound $b$ of $G(\rho,\cdot)$ has $b<F(\rho)$. Then $(\rho,b)\notin K$ (`hout`), and separation with $a=b$, $e=F(\rho)$ yields $v$. At the pair that minimises the total energy, $b+v\cdot\rho<E(v)$, so $G(\rho,v)>b$, a contradiction.

**Consequences**, all for compact convex nonempty $K$. By `bddAbove_iff_mem_densities`, $G(\rho,\cdot)$ is bounded above exactly when $\rho\in D$. For $\rho\notin D$, separation gives $w\cdot\rho<u<w\cdot r$ on $D$; with $m=E(0)$, a lower bound on $e$, $G(\rho,tw)\ge m+t(u-w\cdot\rho)$ for $t\ge0$, which passes any bound $M$ once $t(u-w\cdot\rho)=|M-m|+1$.

By `attained_iff_groundState`, for $\rho\in D$ the supremum is reached at $v$ exactly when some $(\rho,e)\in K$ has $e+v\cdot\rho=E(v)$, the ensemble form of $v$-representability. If $G=F$, take $e=F(\rho)$; conversely $G=e\ge F$, and weak duality gives $G\le F$. Finally `groundEnergy_isLeast_lieb` states $E(v)=\min_{\rho\in D}[\sup_{v'}G(\rho,v')+v\cdot\rho]$: weak duality gives $E(v)\le F(\rho)+v\cdot\rho$, strong duality replaces $F(\rho)$ by the supremum, and the density of a minimising pair attains the bound by `attained_iff_groundState`.

## Two sites

The set `dimer` is $r_0+r_1=1$, $e^2\le4r_0r_1$. It corresponds to one particle with $H_0=-(|0\rangle\langle1|+|1\rangle\langle0|)$, where $e=-2\operatorname{Re}\Gamma_{01}$ and $|\Gamma_{01}|^2\le r_0r_1$. `dimer_witness` proves it closed inside the box $[0,1]^2\times[-1,1]$, hence compact, and convex by concavity of $4x(1-x)-e^2$ with $x=r_0$; it contains $((\tfrac12,\tfrac12),-1)$ and $((1,0),0)$.

At $\rho=(1,0)$ the slice is $\{0\}$, so the Lieb functional is $0$. `dimer_sup_not_attained` adds that $G<0$ for every $v$. With a real $k$ and $m=1/(1+k^2)$, the trial pair $((k^2m,m),-2km)$ gives $G\le m(v_1-v_0-2k)$, which equals $-m$ for $k=(v_1-v_0+1)/2$.

The link to $H_0$ and the examples below are pencil work that Lean has not checked. Take $\rho=(\tfrac45,\tfrac15)$, so $F=-2\sqrt{\rho_0\rho_1}=-\tfrac45$. For $v=(0,\tfrac32)$ the Hamiltonian $\begin{pmatrix}0&-1\\-1&3/2\end{pmatrix}$ has ground state $(2,1)/\sqrt5$, density $\rho$ and $E=-\tfrac12$, so $G=-\tfrac12-\tfrac3{10}=-\tfrac45=F$. For $v=0$, $G=-1<F$.

## Smallest case and another model

The theorems allow empty $L$. A nonempty compact convex $K$ is then an interval $[e_-,e_+]$ of energies, there is one potential, and $E=G=F=e_-$.

Building $K$ from pure states instead keeps compactness and weak duality, but $K$ need not be convex, and for nonconvex $K$ a gap can open. An abstract example, not built from pure states (whose image is connected): for one site and $K=\{(0,0),(\tfrac12,1),(1,0)\}$, $E(v)=\min(0,v)$ and $G(\tfrac12,v)=-|v|/2$, so the supremum is $0$ while $F(\tfrac12)=1$.
